# The κ-regularized opposite-spin MP2 energy as a difference of two finite time integrals

Each pair energy is defined here by an equation that has not yet been divided by the energy denominator. Let \(p=ia\) and \(q=jb\) label occupied-virtual orbital pairs, with gaps \(d_p=\varepsilon_a-\varepsilon_i\) and \(d_q=\varepsilon_b-\varepsilon_j\), and let \(V_{pq}=(ia|jb)\) be the two-electron integral. With \(D=d_p+d_q\), the pair energy \(e_{pq}\) solves

\[
D\,e_{pq}=-V_{pq}^2\,(1-e^{-kD})^m .
\]

Lean sets \(x/0=0\), so a definition by the quotient would give a vanishing denominator a value by convention; in the equation, a vanishing \(D\) leaves \(e_{pq}\) undetermined if \(m\ge1\), and for \(m=0\), the unregularized case, there is no solution unless \(V_{pq}=0\).

The parameter \(k\), usually written \(\kappa\), is an inverse energy. It sets the gap scale below which a pair's contribution is damped, and both it and the form of the damping factor are postulated. The case \(m=2\) is the κ-regularizer, and for positive gaps the result is

\[
\sum_{pq}e_{pq}=\int_k^{2k}\sum_{PQ}X_{PQ}(t)^2\,dt-\int_0^k\sum_{PQ}X_{PQ}(t)^2\,dt ,
\]

where \(P,Q\) label auxiliary functions and \(X(t)\) is a matrix built from the factors of \(V\), defined below. The variable \(t\) is an imaginary time, in units with \(\hbar=1\), and so an inverse energy like \(k\).

For a spin-restricted reference with real orbitals and factorized integrals, this allows an evaluation at quartic cost. With a fixed number of quadrature points, building \(X(t)\) takes of order \(|A|^2|\iota|\) operations per point, where \(|A|\) and \(|\iota|\) count auxiliary functions and orbital pairs, whereas forming every \(V_{pq}\) takes \(|A||\iota|^2\), which is quintic in system size. This operation count and the quadrature error are matters of implementation, about which the theorems say nothing.

## Factors, gaps and pair equations

The type `A` is the auxiliary basis and `ι` the set of orbital pairs, both finite in the energy theorems.

```lean
import Mathlib

namespace RegularizedOppositeSpinMP2

noncomputable section

variable {A ι : Type*} [Fintype A]
```

The integrals are given in factorized form, as in density fitting or Cholesky decomposition:

\[
V_{pq}=\sum_P B_{Pp}B_{Pq}.
\]

The factors `B` are arbitrary real numbers, and the error of the factorization is not estimated.

```lean
/-- The factorized two-electron integral `V_pq = ∑_P B_Pp B_Pq` between the
occupied-virtual pairs `p = ia` and `q = jb`. -/
def coulomb (B : A → ι → ℝ) (p q : ι) : ℝ := ∑ P, B P p * B P q
```

Weighting each orbital pair by a decaying exponential gives the auxiliary matrix

\[
X_{PQ}(t)=\sum_p B_{Pp}B_{Qp}\,e^{-t d_p}.
\]

One set of factors and gaps serves both spins, which is the spin-restricted case. The gaps `d` are likewise given numbers, not derived from a Fock operator.

```lean
/-- The auxiliary-basis matrix `X_PQ(t) = ∑_p B_Pp B_Qp exp(-t d_p)`, with `d_p` the
orbital-energy gap of the pair `p`. -/
def auxMatrix [Fintype ι] (B : A → ι → ℝ) (d : ι → ℝ) (t : ℝ) (P Q : A) : ℝ :=
  ∑ p, B P p * B Q p * Real.exp (-t * d p)
```

The pair equation becomes a predicate on a family of numbers `e`. No opposite-spin scaling factor is included; it would multiply the total energy.

```lean
/-- The numbers `e_pq` solve the regularized pair equations
`D e_pq = -V_pq² (1 - exp(-k D))^m` with `D = d_p + d_q`. -/
def IsPairEnergy (B : A → ι → ℝ) (d : ι → ℝ) (k : ℝ) (m : ℕ) (e : ι → ι → ℝ) : Prop :=
  ∀ p q, (d p + d q) * e p q =
    -(coulomb B p q ^ 2 * (1 - Real.exp (-k * (d p + d q))) ^ m)
```

If every gap is positive, then \(D>0\), and dividing by it gives the familiar expression

\[
e_{pq}=-\frac{V_{pq}^2(1-e^{-kD})^m}{D}.
\]

The proof does this for each \(p,q\) with `eq_div_iff`.

```lean
/-- For positive gaps the pair equations have exactly one solution, the regularized
MP2 expression `e_pq = -V_pq² (1 - exp(-k D))^m / D` with `D = d_p + d_q`. -/
theorem isPairEnergy_iff (B : A → ι → ℝ) (d : ι → ℝ) (hd : ∀ p, 0 < d p)
    (k : ℝ) (m : ℕ) (e : ι → ι → ℝ) :
    IsPairEnergy B d k m e ↔ ∀ p q, e p q =
      -(coulomb B p q ^ 2 * (1 - Real.exp (-k * (d p + d q))) ^ m) / (d p + d q) := by
  unfold IsPairEnergy
  refine forall_congr' fun p => forall_congr' fun q => ?_
  have hD : d p + d q ≠ 0 := (add_pos (hd p) (hd q)).ne'
  rw [eq_div_iff hD, mul_comm (e p q)]
```

Positivity cannot be weakened to \(d_p\ge 0\). Take one auxiliary function and one orbital pair, with \(B=1\) and \(d=0\). For \(m=2\) the pair equation reads \(0\cdot e=0\), so \(e=1\) is a solution. But \(X(t)=1\), and the difference of integrals is \(k-k=0\). What the example rules out is a vanishing sum \(d_p+d_q\).

## Contracting the auxiliary matrices

For two times \(s\) and \(t\), expand both matrices and carry out the auxiliary sums first:

\[
\begin{aligned}
\sum_{PQ}X_{PQ}(s)X_{PQ}(t)
&=\sum_{pq}\Big(\sum_P B_{Pp}B_{Pq}\Big)\Big(\sum_Q B_{Qp}B_{Qq}\Big)e^{-s d_p-t d_q}\\
&=\sum_{pq}V_{pq}^2\,e^{-(s d_p+t d_q)} .
\end{aligned}
\]

In the proof, `swap` reorders the four sums, and `Real.exp_add` splits the exponential of the sum into the two factors.

```lean
/-- Contracting the auxiliary matrices at two times `s` and `t` gives the sum of
`V_pq² exp(-(s d_p + t d_q))` over all pairs. -/
theorem sum_auxMatrix_mul [Fintype ι] (B : A → ι → ℝ) (d : ι → ℝ) (s t : ℝ) :
    ∑ P, ∑ Q, auxMatrix B d s P Q * auxMatrix B d t P Q =
      ∑ p, ∑ q, coulomb B p q ^ 2 * Real.exp (-(s * d p + t * d q)) := by
  -- move the sums over the auxiliary basis inside
  have swap (F : A → A → ι → ι → ℝ) :
      ∑ P, ∑ Q, ∑ p, ∑ q, F P Q p q = ∑ p, ∑ q, ∑ P, ∑ Q, F P Q p q :=
    calc ∑ P, ∑ Q, ∑ p, ∑ q, F P Q p q
        = ∑ P, ∑ p, ∑ Q, ∑ q, F P Q p q :=
          Finset.sum_congr rfl fun _ _ => Finset.sum_comm
      _ = ∑ p, ∑ P, ∑ Q, ∑ q, F P Q p q := Finset.sum_comm
      _ = ∑ p, ∑ P, ∑ q, ∑ Q, F P Q p q :=
          Finset.sum_congr rfl fun _ _ => Finset.sum_congr rfl fun _ _ => Finset.sum_comm
      _ = ∑ p, ∑ q, ∑ P, ∑ Q, F P Q p q :=
          Finset.sum_congr rfl fun _ _ => Finset.sum_comm
  simp only [auxMatrix, Finset.sum_mul_sum]
  refine (swap fun P Q p q => B P p * B Q p * Real.exp (-s * d p) *
    (B P q * B Q q * Real.exp (-t * d q))).trans ?_
  refine Finset.sum_congr rfl fun p _ => Finset.sum_congr rfl fun q _ => ?_
  rw [coulomb, sq, Finset.sum_mul_sum, Finset.sum_mul]
  refine Finset.sum_congr rfl fun P _ => ?_
  rw [Finset.sum_mul]
  refine Finset.sum_congr rfl fun Q _ => ?_
  rw [show -(s * d p + t * d q) = -s * d p + -t * d q by ring, Real.exp_add]
  ring
```

## Time slabs that build the regularizer

Since \(\frac{d}{dt}\left(-e^{-tD}\right)=D e^{-tD}\), the fundamental theorem of calculus gives

\[
D\int_a^b e^{-tD}\,dt=e^{-aD}-e^{-bD}.
\]

Keeping \(D\) on the left makes this true for every real \(D\), including zero.

```lean
/-- Over a finite time slab, `D` times the integral of `exp(-t D)` is the difference of
the exponentials at the two ends. -/
theorem slab_integral (D a b : ℝ) :
    D * ∫ t in a..b, Real.exp (-t * D) = Real.exp (-a * D) - Real.exp (-b * D) := by
  have h (t : ℝ) : HasDerivAt (fun t : ℝ => -Real.exp (-t * D))
      (D * Real.exp (-t * D)) t := by
    have h1 : HasDerivAt (fun t : ℝ => -t * D) (-1 * D) t :=
      ((hasDerivAt_id' t).fun_neg).mul_const D
    exact h1.exp.fun_neg.congr_deriv (by ring)
  have hc : Continuous fun t : ℝ => D * Real.exp (-t * D) := by fun_prop
  rw [← intervalIntegral.integral_const_mul,
    intervalIntegral.integral_eq_sub_of_hasDerivAt (fun t _ => h t)
      (hc.intervalIntegrable _ _)]
  ring
```

Put \(x=e^{-kD}\). The slab from \(jk\) to \((j+1)k\) contributes \(x^j-x^{j+1}=x^j(1-x)\). With alternating binomial weights the slabs add up to

\[
\sum_{j=0}^n(-1)^j\binom nj x^j(1-x)=(1-x)^n(1-x)=(1-x)^{n+1}.
\]

The binomial theorem enters as `add_pow`, and `linear_combination` inserts the slab integral into each term.

```lean
/-- The regularizer `(1 - exp(-k D))^(n+1)` is `D` times a sum of integrals of `exp(-t D)` over the
slabs from `j k` to `(j+1) k`, `j = 0, …, n`, with alternating binomial weights. -/
theorem regularizer_slabs (D k : ℝ) (n : ℕ) :
    D * ∑ j ∈ Finset.range (n + 1), (-1 : ℝ) ^ j * (n.choose j : ℝ) *
        (∫ t in ((j : ℝ) * k)..(((j : ℝ) + 1) * k), Real.exp (-t * D)) =
      (1 - Real.exp (-k * D)) ^ (n + 1) := by
  have hb : (1 - Real.exp (-k * D)) ^ n = ∑ j ∈ Finset.range (n + 1),
      (-Real.exp (-k * D)) ^ j * 1 ^ (n - j) * (n.choose j : ℝ) := by
    rw [← add_pow]
    congr 1
    ring
  rw [pow_succ, hb, Finset.mul_sum, Finset.sum_mul]
  refine Finset.sum_congr rfl fun j _ => ?_
  have hs := slab_integral D ((j : ℝ) * k) (((j : ℝ) + 1) * k)
  -- each slab contributes a difference of successive powers of exp(-kD)
  rw [show -((j : ℝ) * k) * D = (j : ℝ) * (-k * D) by ring,
    show -(((j : ℝ) + 1) * k) * D = (j : ℝ) * (-k * D) + -k * D by ring,
    Real.exp_add, Real.exp_nat_mul] at hs
  rw [neg_pow (Real.exp (-k * D)) j, one_pow]
  linear_combination (-1 : ℝ) ^ j * (n.choose j : ℝ) * hs
```

## From pair energies to the total energy

Setting \(s=t\) in the contraction and integrating term by term gives

\[
\int_a^b\sum_{PQ}X_{PQ}(t)^2\,dt=\sum_{pq}V_{pq}^2\int_a^b e^{-t(d_p+d_q)}\,dt .
\]

The sums are finite, and the integrands are continuous and so interval integrable, which is the hypothesis of `intervalIntegral.integral_finsetSum`.

```lean
/-- The time integral of `∑_PQ X_PQ(t)²` over a finite interval is the sum over pairs of
`V_pq²` times the integral of `exp(-t (d_p + d_q))`. -/
theorem integral_auxMatrix_sq [Fintype ι] (B : A → ι → ℝ) (d : ι → ℝ) (a b : ℝ) :
    ∫ t in a..b, ∑ P, ∑ Q, auxMatrix B d t P Q ^ 2 =
      ∑ p, ∑ q, coulomb B p q ^ 2 * ∫ t in a..b, Real.exp (-t * (d p + d q)) := by
  have h (t : ℝ) : ∑ P, ∑ Q, auxMatrix B d t P Q ^ 2 =
      ∑ p, ∑ q, coulomb B p q ^ 2 * Real.exp (-t * (d p + d q)) := by
    calc ∑ P, ∑ Q, auxMatrix B d t P Q ^ 2
        = ∑ P, ∑ Q, auxMatrix B d t P Q * auxMatrix B d t P Q := by simp only [sq]
      _ = _ := sum_auxMatrix_mul B d t t
      _ = _ := by
        refine Finset.sum_congr rfl fun p _ => Finset.sum_congr rfl fun q _ => ?_
        rw [show -(t * d p + t * d q) = -t * (d p + d q) by ring]
  simp only [h]
  rw [intervalIntegral.integral_finsetSum]
  · refine Finset.sum_congr rfl fun p _ => ?_
    rw [intervalIntegral.integral_finsetSum]
    · exact Finset.sum_congr rfl fun q _ => intervalIntegral.integral_const_mul _ _
    · intro q _
      exact Continuous.intervalIntegrable (by fun_prop) _ _
  · intro p _
    exact Continuous.intervalIntegrable (by fun_prop) _ _
```

Now take \(m=n+1\). By the slab formula, the right side of the pair equation is

\[
-V_{pq}^2\,D\sum_{j=0}^n(-1)^j\binom nj\int_{jk}^{(j+1)k}e^{-tD}\,dt .
\]

Cancelling \(D\) and summing over \(p,q\) gives

\[
\sum_{pq}e_{pq}=-\sum_{j=0}^n(-1)^j\binom nj\int_{jk}^{(j+1)k}\sum_{PQ}X_{PQ}(t)^2\,dt .
\]

The cancellation is the step `hpair`; the remaining lines exchange the slab sum with the pair sums. The identity holds for every real \(k\), with oriented integrals when \(k\) is negative.

```lean
/-- For positive gaps, the opposite-spin MP2 energy with regularizer
`(1 - exp(-k D))^(n+1)` is minus a binomially weighted, alternating sum of integrals of
`∑_PQ X_PQ(t)²` over the slabs from `j k` to `(j+1) k`, `j = 0, …, n`. -/
theorem regularized_energy [Fintype ι] (B : A → ι → ℝ) (d : ι → ℝ) (hd : ∀ p, 0 < d p)
    (k : ℝ) (n : ℕ) (e : ι → ι → ℝ) (he : IsPairEnergy B d k (n + 1) e) :
    ∑ p, ∑ q, e p q = -∑ j ∈ Finset.range (n + 1), (-1 : ℝ) ^ j * (n.choose j : ℝ) *
      (∫ t in ((j : ℝ) * k)..(((j : ℝ) + 1) * k),
        ∑ P, ∑ Q, auxMatrix B d t P Q ^ 2) := by
  -- cancel the positive denominator pair by pair
  have hpair (p q : ι) : e p q = -(coulomb B p q ^ 2 *
      ∑ j ∈ Finset.range (n + 1), (-1 : ℝ) ^ j * (n.choose j : ℝ) *
        (∫ t in ((j : ℝ) * k)..(((j : ℝ) + 1) * k), Real.exp (-t * (d p + d q)))) := by
    apply mul_left_cancel₀ (add_pos (hd p) (hd q)).ne'
    linear_combination he p q + coulomb B p q ^ 2 * regularizer_slabs (d p + d q) k n
  simp only [hpair, integral_auxMatrix_sq, Finset.mul_sum, Finset.sum_neg_distrib]
  rw [neg_inj]
  -- exchange the sum over slabs with the sums over pairs
  refine (Finset.sum_congr rfl fun p _ => Finset.sum_comm).trans
    (Finset.sum_comm.trans ?_)
  refine Finset.sum_congr rfl fun j _ => Finset.sum_congr rfl fun p _ =>
    Finset.sum_congr rfl fun q _ => ?_
  ring
```

For \(n=1\) the weights are \(1\) and \(-1\). The overall minus sign then makes the slab \([k,2k]\) count positively and \([0,k]\) negatively.

```lean
/-- For positive gaps, the opposite-spin MP2 energy with the squared regularizer
`(1 - exp(-k D))²` is the integral of `∑_PQ X_PQ(t)²` from `k` to `2k` minus the
integral from `0` to `k`. -/
theorem kappa_regularized_energy [Fintype ι] (B : A → ι → ℝ) (d : ι → ℝ)
    (hd : ∀ p, 0 < d p) (k : ℝ) (e : ι → ι → ℝ) (he : IsPairEnergy B d k 2 e) :
    ∑ p, ∑ q, e p q =
      (∫ t in k..(2 * k), ∑ P, ∑ Q, auxMatrix B d t P Q ^ 2) -
        (∫ t in (0 : ℝ)..k, ∑ P, ∑ Q, auxMatrix B d t P Q ^ 2) := by
  rw [regularized_energy B d hd k 1 e he, Finset.sum_range_succ, Finset.sum_range_one]
  simp only [Nat.cast_zero, Nat.cast_one, zero_mul, zero_add, one_mul, pow_zero, pow_one,
    Nat.choose_self, Nat.choose_zero_right, one_add_one_eq_two]
  ring
```

## Pair energies at small gaps

For \(k\ge0\) and \(D>0\), put \(y=kD\ge0\). Then \(e^{-y}\le1\) and \(1-y\le e^{-y}\) give \(0\le1-e^{-kD}\le kD\). Squaring and inserting this into the pair equation yields

\[
-k^2D^2V_{pq}^2\le D\,e_{pq}\le0,
\qquad\text{hence}\qquad
-k^2D\,V_{pq}^2\le e_{pq}\le0 .
\]

At fixed \(V_{pq}\) and \(k\), the pair energy therefore tends to zero as the gap closes, while the unregularized \(-V_{pq}^2/D\) diverges if \(V_{pq}\ne0\). In the proof, `h0` and `h1` are the two bounds on \(1-e^{-kD}\), and `le_of_mul_le_mul_left` removes the positive factor \(D\).

```lean
/-- For positive gaps and `k ≥ 0`, each pair energy with the squared regularizer lies
between `-k² D V_pq²` and zero, where `D = d_p + d_q`. -/
theorem kappa_pair_energy_bounds (B : A → ι → ℝ) (d : ι → ℝ) (hd : ∀ p, 0 < d p)
    (k : ℝ) (hk : 0 ≤ k) (e : ι → ι → ℝ) (he : IsPairEnergy B d k 2 e) (p q : ι) :
    -(k ^ 2 * (d p + d q) * coulomb B p q ^ 2) ≤ e p q ∧ e p q ≤ 0 := by
  have hD : 0 < d p + d q := add_pos (hd p) (hd q)
  have hkD : 0 ≤ k * (d p + d q) := mul_nonneg hk hD.le
  have h0 : 0 ≤ 1 - Real.exp (-k * (d p + d q)) := by
    have : Real.exp (-k * (d p + d q)) ≤ 1 := Real.exp_le_one_iff.mpr (by linarith)
    linarith
  -- before squaring, the factor 1 - exp(-kD) is at most kD
  have h1 : 1 - Real.exp (-k * (d p + d q)) ≤ k * (d p + d q) := by
    have := Real.add_one_le_exp (-k * (d p + d q))
    linarith
  have h2 := mul_le_mul_of_nonneg_left (pow_le_pow_left₀ h0 h1 2)
    (sq_nonneg (coulomb B p q))
  have h3 := mul_nonneg (sq_nonneg (coulomb B p q))
    (sq_nonneg (1 - Real.exp (-k * (d p + d q))))
  constructor
  · refine le_of_mul_le_mul_left ?_ hD
    rw [he p q]
    linarith
  · refine le_of_mul_le_mul_left ?_ hD
    rw [he p q, mul_zero]
    linarith

end

end RegularizedOppositeSpinMP2
```

```lean
#print axioms RegularizedOppositeSpinMP2.isPairEnergy_iff
-- 'RegularizedOppositeSpinMP2.isPairEnergy_iff' depends on axioms: [propext, Classical.choice, Quot.sound]
#print axioms RegularizedOppositeSpinMP2.kappa_regularized_energy
-- 'RegularizedOppositeSpinMP2.kappa_regularized_energy' depends on axioms: [propext, Classical.choice, Quot.sound]
#print axioms RegularizedOppositeSpinMP2.kappa_pair_energy_bounds
-- 'RegularizedOppositeSpinMP2.kappa_pair_energy_bounds' depends on axioms: [propext, Classical.choice, Quot.sound]
```
